# Spectral bounds for a block-diagonal plane-wave preconditioner with an exact low-G block

## Blocks, quadratic forms and the coupling constant

Let $H$ be a one-electron Hamiltonian in a finite plane-wave basis, indexed by reciprocal lattice vectors $G$, and let $\sigma$ be a real energy below its lowest eigenvalue. The matrix $A=H-\sigma$ is then positive definite, and the problem is to solve $Au=f$ iteratively for a given vector $f$. Ordering the small $|G|$ first gives

$$A=\begin{pmatrix}A_{11}&C\\ C^\dagger&A_{22}\end{pmatrix},\qquad P=\begin{pmatrix}A_{11}&0\\0&D\end{pmatrix}.$$

The preconditioner $P$ keeps the low-G block $A_{11}$, replaces the high-G block $A_{22}$ by a simpler matrix $D$, and drops the coupling $C$. Here $P$ approximates $A$, and the iteration applies $P^{-1}$; some texts give the name preconditioner to the inverse.

For a square matrix $M$ write $q_M(v)=\mathrm{Re}(v^\dagger Mv)$. An inequality $M\le N$ means $q_M(v)\le q_N(v)$ for every $v$. Three constants describe the approximation:

- $g$ measures how strongly the potential scatters between low and high $G$, relative to the diagonal blocks: $|x^\dagger Cy|^2\le g^2\,q_{A_{11}}(x)\,q_{A_{22}}(y)$ for all $x,y$. For $0\le g<1$ this is a strengthened Cauchy–Schwarz inequality, whose constant is often written $\gamma$.
- $c_1$ and $c_2$ measure how well $D$ represents the high-G block: $c_1D\le A_{22}\le c_2D$.

## One preconditioning step in a calculation

For a local potential with cell average $\bar V$ and Bloch vector $k$, a common choice in atomic units is the diagonal of $A_{22}$, $D_{GG}=\tfrac12|k+G|^2+\bar V-\sigma$. The block $A_{11}$ is Cholesky-factorised once. In each conjugate-gradient iteration the residual is split as $r=(r_1,r_2)$. Two triangular solves give $s_1=A_{11}^{-1}r_1$, a componentwise division gives $s_2=D^{-1}r_2$, and $(s_1,s_2)$ is the preconditioned residual.

## The bounds and their Lean reading

Let $A_{11}$ and $A_{22}$ have nonnegative forms, $0\le g\le1$ and $c_1\le1\le c_2$. Then

$$(1-g)\,c_1P\le A\le(1+g)\,c_2P .$$

This is `spectral_equivalence`. It is spectral equivalence in the usual sense, with two positive constants, when $g<1$ and $c_1>0$. The condition $c_1\le1\le c_2$ reflects the block that is kept exactly, on which $A$ and $P$ have the same form.

In Lean, `m` and `n` are the finite index types of the low-G and high-G plane waves, not integers, and `m ⊕ n` indexes the whole basis. `quadForm` is $q_M$, `fullMatrix` is $A$, `preconditioner` is $P$, and `CouplingBound` is the inequality with $g$. The blocks need not be Hermitian, since $q_M$ sees only the Hermitian part; in the application they are. Nor need $D$ be diagonal.

Four further theorems complete the picture:

- `eigenvalue_bounds`: if $A_{11}$ and $A_{22}$ have positive forms on nonzero vectors, every real $\mu$ with $Av=\mu Pv$, $v\ne0$, lies in $[(1-g)c_1,(1+g)c_2]$.
- `condition_number_bound`: if also $g<1$ and $c_1>0$, the ratio of any two such eigenvalues is at most $\frac{(1+g)c_2}{(1-g)c_1}$. Despite its name, the theorem speaks of eigenvalue ratios and defines no condition number.
- `couplingBound_of_lower`: if $(1-g)\,\mathrm{diag}(A_{11},A_{22})\le A$, the coupling inequality holds with the same $g$.
- `bounds_attained_witness`: for unit blocks of size one and coupling $g$, the values $1-g$ and $1+g$ are eigenvalues. For $0\le g\le1$ they are the two ends of the interval with $c_1=c_2=1$.

For a fixed one-electron Hamiltonian shifted to be positive definite, the ratio of the largest to the smallest $\mu$ in $Av=\mu Pv$ is the quantity that enters the usual convergence estimate for preconditioned conjugate gradients. The step left to the user is to find $g$, $c_1$ and $c_2$ for a given potential, shift and division of the basis; here they are assumed.

## From the coupling inequality to the spectral interval

Write $v=(x,y)$, $a=q_{A_{11}}(x)$, $b=q_{A_{22}}(y)$, $d=q_D(y)$ and $z=x^\dagger Cy$. The second off-diagonal term is $y^\dagger C^\dagger x=\bar z$, so

$$q_A(v)=a+b+2\,\mathrm{Re}\,z,\qquad q_P(v)=a+d.$$

Since $a,b\ge0$, the coupling inequality and the arithmetic–geometric mean inequality give

$$|2\,\mathrm{Re}\,z|\le2|z|\le2g\sqrt{ab}\le g(a+b).$$

Hence $(1-g)(a+b)\le q_A(v)\le(1+g)(a+b)$. From $c_1a\le a\le c_2a$ and $c_1d\le b\le c_2d$ we get

$$c_1(a+d)\le a+b\le c_2(a+d).$$

Multiplying the left inequality by $1-g\ge0$ and the right one by $1+g$ proves the bounds.

Now let $Av=\mu Pv$ with $v\ne0$ and positive diagonal blocks. For $y\neq0$, $0<b\le c_2d$ gives $d>0$, hence $q_P(v)>0$. For $y=0$ we have $x\ne0$ and $q_P(v)=a>0$. Multiplying the eigenvalue equation by $v^\dagger$ and taking real parts gives $q_A(v)=\mu\,q_P(v)$, and division by $q_P(v)$ puts $\mu$ in the interval.

For two eigenvalues $\mu,\nu$ set $L=(1-g)c_1>0$ and $U=(1+g)c_2$. Then $\mu L\le UL\le U\nu$, and since $\nu\ge L>0$, $\mu/\nu\le U/L$.

## Recovering the coupling constant from the lower bound

Suppose $(1-g)\,\mathrm{diag}(A_{11},A_{22})\le A$. Insert the vector $(-tzx,\,y)$ with $t$ real. Its low-G form is $t^2|z|^2a$ and its coupling term is $-t|z|^2$, so

$$0\le g|z|^2a\,t^2-2|z|^2t+gb\qquad\text{for all }t.$$

The discriminant is therefore not positive: $4|z|^4-4g^2|z|^2ab\le0$. If $z\ne0$, dividing by $4|z|^2$ gives $|z|^2\le g^2ab$. If $z=0$, the case $t=0$ gives $gb\ge0$ and the vector $(x,0)$ gives $ga\ge0$, so $g^2ab\ge0=|z|^2$.

## Two plane waves that reach both ends

Take $A_{11}=A_{22}=D=1$ and $C=g$. Then $|x^\dagger Cy|^2=g^2|x|^2|y|^2$, so the coupling inequality is an equality. Since $P$ is the identity,

$$\begin{pmatrix}1&g\\g&1\end{pmatrix}\begin{pmatrix}1\\\mp1\end{pmatrix}=(1\mp g)\begin{pmatrix}1\\\mp1\end{pmatrix}.$$

The normalised eigenvectors are $(1,\mp1)/\sqrt2$; Lean uses them without the factor.

## The complete Lean source

```lean
import Mathlib

open Matrix

namespace LowGBlockPreconditioner

variable {m n : Type*} [Fintype m] [Fintype n]

/-- The real quadratic form `Re (v* M v)` of a complex matrix `M`. -/
def quadForm {k : Type*} [Fintype k] (M : Matrix k k ℂ) (v : k → ℂ) : ℝ :=
  (star v ⬝ᵥ (M *ᵥ v)).re

/-- The full matrix: low-G block `A11`, high-G block `A22`, and coupling `C` between them. -/
def fullMatrix (A11 : Matrix m m ℂ) (C : Matrix m n ℂ) (A22 : Matrix n n ℂ) :
    Matrix (m ⊕ n) (m ⊕ n) ℂ :=
  fromBlocks A11 C Cᴴ A22

/-- The preconditioner: the low-G block is kept exactly, the high-G block is replaced by `D`,
and the coupling is dropped. -/
def preconditioner (A11 : Matrix m m ℂ) (D : Matrix n n ℂ) : Matrix (m ⊕ n) (m ⊕ n) ℂ :=
  fromBlocks A11 0 0 D

/-- The coupling inequality with constant `g`: `|x* C y|² ≤ g² Re (x* A11 x) Re (y* A22 y)` for all
low-G vectors `x` and high-G vectors `y`. -/
def CouplingBound (A11 : Matrix m m ℂ) (C : Matrix m n ℂ) (A22 : Matrix n n ℂ) (g : ℝ) : Prop :=
  ∀ x y, ‖star x ⬝ᵥ (C *ᵥ y)‖ ^ 2 ≤ g ^ 2 * (quadForm A11 x * quadForm A22 y)

/-- The quadratic form of the full matrix is the sum of the two block forms and twice the real
part of the coupling term. -/
theorem quadForm_full (A11 : Matrix m m ℂ) (C : Matrix m n ℂ) (A22 : Matrix n n ℂ)
    (x : m → ℂ) (y : n → ℂ) :
    quadForm (fullMatrix A11 C A22) (Sum.elim x y) =
      quadForm A11 x + quadForm A22 y + 2 * (star x ⬝ᵥ (C *ᵥ y)).re := by
  -- the two off-diagonal terms are complex conjugates
  have hc : star y ⬝ᵥ (Cᴴ *ᵥ x) = star (star x ⬝ᵥ (C *ᵥ y)) := by
    simp only [dotProduct, Matrix.mulVec, Finset.mul_sum, star_sum, star_mul', Pi.star_apply,
      star_star, Matrix.conjTranspose_apply]
    rw [Finset.sum_comm]
    refine Finset.sum_congr rfl fun i _ => Finset.sum_congr rfl fun j _ => ?_
    ring
  have hs : ∀ (u : m → ℂ) (w : n → ℂ),
      star (Sum.elim x y) ⬝ᵥ Sum.elim u w = star x ⬝ᵥ u + star y ⬝ᵥ w := by
    intro u w
    simp [dotProduct, Fintype.sum_sum_type]
  have hr : (star (star x ⬝ᵥ (C *ᵥ y))).re = (star x ⬝ᵥ (C *ᵥ y)).re := Complex.conj_re _
  unfold quadForm fullMatrix
  rw [fromBlocks_mulVec, hs, Sum.elim_comp_inl, Sum.elim_comp_inr, dotProduct_add,
    dotProduct_add, hc, Complex.add_re, Complex.add_re, Complex.add_re, hr]
  ring

/-- The quadratic form of the preconditioner is the sum of its two block forms. -/
theorem quadForm_preconditioner (A11 : Matrix m m ℂ) (D : Matrix n n ℂ)
    (x : m → ℂ) (y : n → ℂ) :
    quadForm (preconditioner A11 D) (Sum.elim x y) = quadForm A11 x + quadForm D y := by
  have h : preconditioner A11 D = fullMatrix A11 0 D := by
    simp [preconditioner, fullMatrix]
  rw [h, quadForm_full]
  simp

/-- **Spectral bounds for the low-G block preconditioner.** Let `A11` and `A22` have nonnegative
forms, let the coupling bound hold with `0 ≤ g ≤ 1`, and let `c1 D ≤ A22 ≤ c2 D` with `c1 ≤ 1 ≤ c2`.
Then `(1 - g) c1 P ≤ A ≤ (1 + g) c2 P` as quadratic forms. -/
theorem spectral_equivalence {A11 : Matrix m m ℂ} {C : Matrix m n ℂ} {A22 D : Matrix n n ℂ}
    {g c1 c2 : ℝ} (hA : ∀ x, 0 ≤ quadForm A11 x) (hB : ∀ y, 0 ≤ quadForm A22 y)
    (hg0 : 0 ≤ g) (hg1 : g ≤ 1) (hC : CouplingBound A11 C A22 g) (hc1 : c1 ≤ 1) (hc2 : 1 ≤ c2)
    (hlow : ∀ y, c1 * quadForm D y ≤ quadForm A22 y)
    (hup : ∀ y, quadForm A22 y ≤ c2 * quadForm D y) (v : m ⊕ n → ℂ) :
    (1 - g) * c1 * quadForm (preconditioner A11 D) v ≤ quadForm (fullMatrix A11 C A22) v ∧
      quadForm (fullMatrix A11 C A22) v ≤
        (1 + g) * c2 * quadForm (preconditioner A11 D) v := by
  obtain ⟨x, y, rfl⟩ : ∃ x y, v = Sum.elim x y :=
    ⟨v ∘ Sum.inl, v ∘ Sum.inr, (Sum.elim_comp_inl_inr v).symm⟩
  rw [quadForm_full, quadForm_preconditioner]
  have ha := hA x
  have hb := hB y
  have hz := hC x y
  -- the coupling is at most the fraction g of the block-diagonal part
  have hcross : |2 * (star x ⬝ᵥ (C *ᵥ y)).re| ≤ g * (quadForm A11 x + quadForm A22 y) := by
    apply abs_le_of_sq_le_sq _ (mul_nonneg hg0 (add_nonneg ha hb))
    rw [Complex.sq_norm, Complex.normSq_apply] at hz
    nlinarith [sq_nonneg (star x ⬝ᵥ (C *ᵥ y)).im,
      mul_nonneg (sq_nonneg g) (sq_nonneg (quadForm A11 x - quadForm A22 y))]
  obtain ⟨h1, h2⟩ := abs_le.mp hcross
  -- the block-diagonal part is compared with the preconditioner
  have h3 : c1 * (quadForm A11 x + quadForm D y) ≤ quadForm A11 x + quadForm A22 y := by
    nlinarith [hlow y, mul_nonneg (sub_nonneg.2 hc1) ha]
  have h4 : quadForm A11 x + quadForm A22 y ≤ c2 * (quadForm A11 x + quadForm D y) := by
    nlinarith [hup y, mul_nonneg (sub_nonneg.2 hc2) ha]
  have h5 := mul_le_mul_of_nonneg_left h3 (sub_nonneg.2 hg1)
  have h6 := mul_le_mul_of_nonneg_left h4 (by linarith : (0 : ℝ) ≤ 1 + g)
  constructor <;> linarith

/-- Let `A11` and `A22` have positive forms on nonzero vectors, let the coupling bound hold with
`0 ≤ g ≤ 1`, and let `c1 D ≤ A22 ≤ c2 D` as quadratic forms with `c1 ≤ 1 ≤ c2`. Then every real `μ`
with `A v = μ P v` for some `v ≠ 0` lies between `(1 - g) c1` and `(1 + g) c2`. -/
theorem eigenvalue_bounds {A11 : Matrix m m ℂ} {C : Matrix m n ℂ} {A22 D : Matrix n n ℂ}
    {g c1 c2 : ℝ} (hA : ∀ x, x ≠ 0 → 0 < quadForm A11 x) (hB : ∀ y, y ≠ 0 → 0 < quadForm A22 y)
    (hg0 : 0 ≤ g) (hg1 : g ≤ 1) (hC : CouplingBound A11 C A22 g) (hc1 : c1 ≤ 1) (hc2 : 1 ≤ c2)
    (hlow : ∀ y, c1 * quadForm D y ≤ quadForm A22 y)
    (hup : ∀ y, quadForm A22 y ≤ c2 * quadForm D y) {μ : ℝ} {v : m ⊕ n → ℂ} (hv : v ≠ 0)
    (h : fullMatrix A11 C A22 *ᵥ v = (μ : ℂ) • (preconditioner A11 D *ᵥ v)) :
    (1 - g) * c1 ≤ μ ∧ μ ≤ (1 + g) * c2 := by
  have hA0 : ∀ x, 0 ≤ quadForm A11 x := fun x => by
    by_cases hx : x = 0
    · simp [hx, quadForm]
    · exact (hA x hx).le
  have hB0 : ∀ y, 0 ≤ quadForm A22 y := fun y => by
    by_cases hy : y = 0
    · simp [hy, quadForm]
    · exact (hB y hy).le
  have hD : ∀ y, y ≠ 0 → 0 < quadForm D y := fun y hy =>
    pos_of_mul_pos_right (lt_of_lt_of_le (hB y hy) (hup y)) (by linarith)
  -- the preconditioner is positive on v
  have hP : 0 < quadForm (preconditioner A11 D) v := by
    obtain ⟨x, y, rfl⟩ : ∃ x y, v = Sum.elim x y :=
      ⟨v ∘ Sum.inl, v ∘ Sum.inr, (Sum.elim_comp_inl_inr v).symm⟩
    rw [quadForm_preconditioner]
    by_cases hy : y = 0
    · have hx : x ≠ 0 := by
        rintro rfl
        apply hv
        ext i
        rcases i with i | i <;> simp [hy]
      have h0 : quadForm D y = 0 := by simp [hy, quadForm]
      linarith [hA x hx]
    · linarith [hA0 x, hD y hy]
  have hq : quadForm (fullMatrix A11 C A22) v = μ * quadForm (preconditioner A11 D) v := by
    unfold quadForm
    rw [h, dotProduct_smul, smul_eq_mul, Complex.re_ofReal_mul]
  obtain ⟨h1, h2⟩ := spectral_equivalence hA0 hB0 hg0 hg1 hC hc1 hc2 hlow hup v
  rw [hq] at h1 h2
  exact ⟨le_of_mul_le_mul_right h1 hP, le_of_mul_le_mul_right h2 hP⟩

/-- Converse: if `(1 - g) diag(A11, A22) ≤ A` as quadratic forms, then the coupling bound holds
with the same constant `g`. -/
theorem couplingBound_of_lower {A11 : Matrix m m ℂ} {C : Matrix m n ℂ} {A22 : Matrix n n ℂ}
    {g : ℝ} (h : ∀ v, (1 - g) * quadForm (preconditioner A11 A22) v ≤
      quadForm (fullMatrix A11 C A22) v) : CouplingBound A11 C A22 g := by
  intro x y
  obtain ⟨z, hz⟩ : ∃ z, z = star x ⬝ᵥ (C *ᵥ y) := ⟨_, rfl⟩
  rw [← hz]
  -- rescale x by -t z, which makes the coupling term equal to -t |z|²
  have key : ∀ t : ℝ, 0 ≤ (g * ‖z‖ ^ 2 * quadForm A11 x) * (t * t) + (-2 * ‖z‖ ^ 2) * t
      + g * quadForm A22 y := by
    intro t
    have ht := h (Sum.elim ((-(t : ℂ) * z) • x) y)
    have e1 : quadForm A11 ((-(t : ℂ) * z) • x) = t ^ 2 * ‖z‖ ^ 2 * quadForm A11 x := by
      have hs : star (-(t : ℂ) * z) * (-(t : ℂ) * z) = ((t ^ 2 * ‖z‖ ^ 2 : ℝ) : ℂ) := by
        rw [Complex.sq_norm, Complex.star_def, mul_comm, Complex.mul_conj, Complex.normSq_mul,
          Complex.normSq_neg, Complex.normSq_ofReal, ← sq]
      unfold quadForm
      rw [Matrix.mulVec_smul, star_smul, smul_dotProduct, dotProduct_smul, smul_eq_mul,
        smul_eq_mul, ← mul_assoc, hs, Complex.re_ofReal_mul]
    have e2 : (star ((-(t : ℂ) * z) • x) ⬝ᵥ (C *ᵥ y)).re = -t * ‖z‖ ^ 2 := by
      rw [star_smul, smul_dotProduct, smul_eq_mul, ← hz, Complex.sq_norm, Complex.normSq_apply]
      simp only [Complex.star_def, Complex.mul_re, Complex.conj_re, Complex.conj_im,
        Complex.mul_im, Complex.neg_re, Complex.neg_im, Complex.ofReal_re, Complex.ofReal_im]
      ring
    rw [quadForm_full, quadForm_preconditioner, e1, e2] at ht
    linarith
  have hd := discrim_le_zero key
  unfold discrim at hd
  rcases eq_or_lt_of_le (sq_nonneg ‖z‖) with h0 | h0
  · -- without coupling only the sign of the right-hand side matters
    have hb : 0 ≤ g * quadForm A22 y := by simpa using key 0
    have ha : 0 ≤ g * quadForm A11 x := by
      have hx := h (Sum.elim x 0)
      have e : quadForm A22 0 = 0 := by simp [quadForm]
      have e' : (star x ⬝ᵥ (C *ᵥ (0 : n → ℂ))).re = 0 := by simp
      rw [quadForm_full, quadForm_preconditioner, e, e'] at hx
      linarith
    rw [← h0]
    linarith [mul_nonneg ha hb]
  · by_contra hlt
    nlinarith [mul_pos h0 (sub_pos.2 (not_le.1 hlt))]

/-- For unit blocks of size one with real coupling `g`, the coupling bound holds with constant `g`,
and `1 - g` and `1 + g` are eigenvalues of `A v = μ P v` with `D = A22`, with eigenvectors `(1, -1)`
and `(1, 1)`. -/
theorem bounds_attained_witness (g : ℝ) :
    CouplingBound !![(1 : ℂ)] !![(g : ℂ)] !![(1 : ℂ)] g ∧
    fullMatrix !![(1 : ℂ)] !![(g : ℂ)] !![(1 : ℂ)] *ᵥ Sum.elim ![1] ![-1] =
      ((1 - g : ℝ) : ℂ) • (preconditioner !![(1 : ℂ)] !![(1 : ℂ)] *ᵥ Sum.elim ![1] ![-1]) ∧
    fullMatrix !![(1 : ℂ)] !![(g : ℂ)] !![(1 : ℂ)] *ᵥ Sum.elim ![1] ![1] =
      ((1 + g : ℝ) : ℂ) • (preconditioner !![(1 : ℂ)] !![(1 : ℂ)] *ᵥ Sum.elim ![1] ![1]) := by
  refine ⟨?_, ?_, ?_⟩
  · intro x y
    have h1 : star x ⬝ᵥ (!![(g : ℂ)] *ᵥ y) = star (x 0) * ((g : ℂ) * y 0) := by
      simp [dotProduct, Matrix.mulVec]
    have h2 : ∀ w : Fin 1 → ℂ, quadForm !![(1 : ℂ)] w = ‖w 0‖ ^ 2 := by
      intro w
      simp [quadForm, dotProduct, Matrix.mulVec, Complex.sq_norm, Complex.normSq_apply]
    rw [h1, h2, h2, norm_mul, norm_mul, norm_star, Complex.norm_real, Real.norm_eq_abs,
      mul_pow, mul_pow, sq_abs]
    apply le_of_eq
    ring
  · ext i
    rcases i with i | i <;> fin_cases i
    all_goals simp [fullMatrix, preconditioner, fromBlocks_mulVec, Matrix.mulVec, dotProduct]
    all_goals ring
  · ext i
    rcases i with i | i <;> fin_cases i
    all_goals simp [fullMatrix, preconditioner, fromBlocks_mulVec, Matrix.mulVec, dotProduct]
    all_goals ring

/-- Eigenvalue ratio bound: under the hypotheses of `eigenvalue_bounds`, with `0 < c1` and `g < 1`,
the ratio of any two real eigenvalues of `A v = μ P v` is at most `(1 + g) c2 / ((1 - g) c1)`. -/
theorem condition_number_bound {A11 : Matrix m m ℂ} {C : Matrix m n ℂ} {A22 D : Matrix n n ℂ}
    {g c1 c2 : ℝ} (hA : ∀ x, x ≠ 0 → 0 < quadForm A11 x) (hB : ∀ y, y ≠ 0 → 0 < quadForm A22 y)
    (hg0 : 0 ≤ g) (hg1 : g < 1) (hC : CouplingBound A11 C A22 g)
    (hc0 : 0 < c1) (hc1 : c1 ≤ 1) (hc2 : 1 ≤ c2)
    (hlow : ∀ y, c1 * quadForm D y ≤ quadForm A22 y)
    (hup : ∀ y, quadForm A22 y ≤ c2 * quadForm D y)
    {μ ν : ℝ} {v w : m ⊕ n → ℂ} (hv : v ≠ 0) (hw : w ≠ 0)
    (hμ : fullMatrix A11 C A22 *ᵥ v = (μ : ℂ) • (preconditioner A11 D *ᵥ v))
    (hν : fullMatrix A11 C A22 *ᵥ w = (ν : ℂ) • (preconditioner A11 D *ᵥ w)) :
    μ / ν ≤ ((1 + g) * c2) / ((1 - g) * c1) := by
  have h1 := (eigenvalue_bounds hA hB hg0 hg1.le hC hc1 hc2 hlow hup hv hμ).2
  have h2 := (eigenvalue_bounds hA hB hg0 hg1.le hC hc1 hc2 hlow hup hw hν).1
  have hL : 0 < (1 - g) * c1 := mul_pos (sub_pos.2 hg1) hc0
  have hU : 0 ≤ (1 + g) * c2 := mul_nonneg (by linarith) (by linarith)
  rw [div_le_div_iff₀ (lt_of_lt_of_le hL h2) hL]
  calc μ * ((1 - g) * c1) ≤ (1 + g) * c2 * ((1 - g) * c1) :=
        mul_le_mul_of_nonneg_right h1 hL.le
    _ ≤ (1 + g) * c2 * ν := mul_le_mul_of_nonneg_left h2 hU

end LowGBlockPreconditioner
```

```lean
#print axioms LowGBlockPreconditioner.spectral_equivalence
#print axioms LowGBlockPreconditioner.couplingBound_of_lower
#print axioms LowGBlockPreconditioner.condition_number_bound
```

```
'LowGBlockPreconditioner.spectral_equivalence' depends on axioms: [propext, Classical.choice, Quot.sound]
'LowGBlockPreconditioner.couplingBound_of_lower' depends on axioms: [propext, Classical.choice, Quot.sound]
'LowGBlockPreconditioner.condition_number_bound' depends on axioms: [propext, Classical.choice, Quot.sound]
```

## How the Lean proofs carry out these steps

`quadForm_full` is the block expansion. Its step `hc` shows that the off-diagonal terms are conjugates by exchanging two finite sums, and `hs` splits the scalar product over the two blocks. `quadForm_preconditioner` is the same expansion with $C=0$ and $A_{22}$ replaced by $D$.

In `spectral_equivalence`, `hcross` is the bound on $|2\,\mathrm{Re}\,z|$. Lean avoids the square root by comparing squares: `nlinarith` receives $(\mathrm{Im}\,z)^2\ge0$ and $g^2(a-b)^2\ge0$, which stand for $|\mathrm{Re}\,z|\le|z|$ and the mean inequality. Steps `h3` and `h4` compare $a+b$ with $a+d$, `h5` and `h6` multiply by $1\mp g$, and `linarith` combines the results.

In `eigenvalue_bounds`, `hD` derives the positivity of $D$, `hP` treats the cases $y=0$ and $y\ne0$, and `hq` is the eigenvalue equation multiplied by $v^\dagger$. The `calc` block of `condition_number_bound` is the chain $\mu L\le UL\le U\nu$.

In `couplingBound_of_lower`, `key` is the quadratic inequality in $t$, with `e1` and `e2` evaluating the rescaled low-G form and coupling term. `discrim_le_zero` supplies the discriminant condition, and the final case split separates $z=0$ from $z\ne0$. `bounds_attained_witness` evaluates the coupling inequality and both eigenvalue equations component by component.
